# For a bounded Hamiltonian, the error of truncated dynamics grows at most linearly in time, at a rate set by the coupling norm

To compare evolution under a full Hamiltonian with evolution under its model-space block alone, both states are placed in the Hilbert sum `WithLp 2 (E × F)`, because the plain product `E × F` carries the maximum norm in Mathlib. For bounded self-adjoint diagonal blocks, a bounded coupling and an initial vector in the model space, the Euclidean distance between the two states is then, in units with ħ = 1, at most the elapsed time times the norm of the coupling times the norm of the initial vector.

```lean
import Mathlib

open Complex (I)
open ContinuousLinearMap (adjoint)

namespace TruncatedDynamics

noncomputable section

variable {K L E F : Type*}
  [NormedAddCommGroup K] [InnerProductSpace ℂ K] [CompleteSpace K]
  [NormedAddCommGroup L] [InnerProductSpace ℂ L] [CompleteSpace L]
  [NormedAddCommGroup E] [InnerProductSpace ℂ E] [CompleteSpace E]
  [NormedAddCommGroup F] [InnerProductSpace ℂ F] [CompleteSpace F]

/-- The propagator `exp(-iHt)` of a bounded Hamiltonian `H`, for real or complex time `t`. -/
def propagator (H : K →L[ℂ] K) (t : ℂ) : K →L[ℂ] K :=
  NormedSpace.exp (t • ((-I) • H))

/-- The Hamiltonian `[[A, B], [B†, D]]` on the Hilbert sum of the model space `E` and its
complement `F`. -/
def blockHamiltonian (A : E →L[ℂ] E) (B : F →L[ℂ] E) (D : F →L[ℂ] F) :
    WithLp 2 (E × F) →L[ℂ] WithLp 2 (E × F) :=
  (WithLp.prodContinuousLinearEquiv 2 ℂ E F).symm.toContinuousLinearMap ∘L
    ((A ∘L ContinuousLinearMap.fst ℂ E F + B ∘L ContinuousLinearMap.snd ℂ E F).prod
      (adjoint B ∘L ContinuousLinearMap.fst ℂ E F + D ∘L ContinuousLinearMap.snd ℂ E F)) ∘L
    (WithLp.prodContinuousLinearEquiv 2 ℂ E F).toContinuousLinearMap

/-- At time zero the propagator is the identity. -/
private theorem propagator_zero (H : K →L[ℂ] K) : propagator H 0 = 1 := by
  simp [propagator]

omit [CompleteSpace K] in
/-- A derivative in complex time is also the derivative along real time. -/
private theorem real_time {f : ℂ → K} {f' : K} {s : ℝ} (h : HasDerivAt f f' (s : ℂ)) :
    HasDerivAt (fun r : ℝ => f r) f' s := by
  have h1 : HasDerivAt (fun r : ℝ => (r : ℂ)) 1 s :=
    (Complex.ofRealCLM.hasDerivAt (x := s)).congr_deriv (by simp)
  exact (h.scomp s h1).congr_deriv (one_smul ℂ f')

omit [InnerProductSpace ℂ E] [CompleteSpace E] [InnerProductSpace ℂ F] [CompleteSpace F] in
/-- The component of a state outside the model space is no longer than the distance of the
state from any model-space vector. -/
private theorem norm_snd_le (p : WithLp 2 (E × F)) (y : E) :
    ‖p.ofLp.2‖ ≤ ‖p - WithLp.toLp 2 (y, (0 : F))‖ := by
  have h : ‖p - WithLp.toLp 2 (y, (0 : F))‖ ^ 2
      = ‖p.ofLp.1 - y‖ ^ 2 + ‖p.ofLp.2 - 0‖ ^ 2 := WithLp.prod_norm_sq_eq_of_L2 _
  rw [sub_zero] at h
  exact (sq_le_sq₀ (norm_nonneg _) (norm_nonneg _)).mp
    (by nlinarith [sq_nonneg ‖p.ofLp.1 - y‖])

/-- The Schrödinger equation: `exp(-iHt)ψ` has time derivative `-iH exp(-iHt)ψ`. -/
theorem hasDerivAt_propagator (H : K →L[ℂ] K) (ψ : K) (t : ℂ) :
    HasDerivAt (fun z => propagator H z ψ) ((-I) • H (propagator H t ψ)) t := by
  have h : HasDerivAt (fun z : ℂ => propagator H z) (((-I) • H) * propagator H t) t := by
    unfold propagator
    apply hasDerivAt_exp_smul_const'
  refine (h.clm_apply (hasDerivAt_const t ψ)).congr_deriv ?_
  simp

/-- Evolution under a self-adjoint Hamiltonian for a real time preserves the norm. -/
theorem norm_propagator {H : K →L[ℂ] K} (hH : IsSelfAdjoint H) (t : ℝ) (ψ : K) :
    ‖propagator H t ψ‖ = ‖ψ‖ := by
  -- the squared norm has vanishing time derivative
  have hi : ∀ s : ℝ, HasDerivAt
      (fun r : ℝ => inner ℂ (propagator H r ψ) (propagator H r ψ)) 0 s := by
    intro s
    have hd := real_time (hasDerivAt_propagator H ψ (s : ℂ))
    refine (hd.inner ℂ hd).congr_deriv ?_
    have hs : inner ℂ (H (propagator H s ψ)) (propagator H s ψ)
        = inner ℂ (propagator H s ψ) (H (propagator H s ψ)) := hH.isSymmetric _ _
    rw [inner_smul_left, inner_smul_right, hs]
    simp
  have hc : inner ℂ (propagator H t ψ) (propagator H t ψ)
      = inner ℂ (propagator H (0 : ℝ) ψ) (propagator H (0 : ℝ) ψ) :=
    is_const_of_deriv_eq_zero (fun s => (hi s).differentiableAt) (fun s => (hi s).deriv) t 0
  have h0 : propagator H ((0 : ℝ) : ℂ) ψ = ψ := by simp [propagator_zero]
  rw [h0] at hc
  rw [norm_eq_sqrt_re_inner (𝕜 := ℂ), hc, ← norm_eq_sqrt_re_inner]

/-- Interaction-picture estimate: let `G` be self-adjoint and `X` a bounded map. If `XH - GX`
along the trajectory `exp(-iHs)ψ` has norm at most `c s^k` for `s ≥ 0`, then for `t ≥ 0` the
vectors `X exp(-iHt)ψ` and `exp(-iGt)Xψ` differ by at most `c t^(k+1)/(k+1)`. -/
theorem intertwining_error_le {G : L →L[ℂ] L} (hG : IsSelfAdjoint G) (H : K →L[ℂ] K)
    (X : K →L[ℂ] L) (ψ : K) (c : ℝ) (k : ℕ)
    (hr : ∀ s : ℝ, 0 ≤ s →
      ‖X (H (propagator H s ψ)) - G (X (propagator H s ψ))‖ ≤ c * s ^ k)
    {t : ℝ} (ht : 0 ≤ t) :
    ‖X (propagator H t ψ) - propagator G t (X ψ)‖ ≤ c * t ^ (k + 1) / (k + 1) := by
  -- undo the evolution under G; only the defect drives the remaining motion
  have hw : ∀ s : ℝ, HasDerivAt
      (fun r : ℝ => propagator (-G) r (X (propagator H r ψ) - propagator G r (X ψ)))
      (propagator (-G) s
        ((-I) • (X (H (propagator H s ψ)) - G (X (propagator H s ψ))))) s := by
    intro s
    have h1 : HasDerivAt (fun z : ℂ => propagator (-G) z)
        (propagator (-G) s * ((-I) • (-G))) (s : ℂ) := by
      unfold propagator
      apply hasDerivAt_exp_smul_const
    have h2 : HasDerivAt (fun z : ℂ => X (propagator H z ψ))
        (X ((-I) • H (propagator H s ψ))) (s : ℂ) :=
      X.hasFDerivAt.comp_hasDerivAt (s : ℂ) (hasDerivAt_propagator H ψ s)
    have h3 := h1.clm_apply (h2.fun_sub (hasDerivAt_propagator G (X ψ) s))
    refine (real_time h3).congr_deriv ?_
    change propagator (-G) s (((-I) • (-G))
      (X (propagator H s ψ) - propagator G s (X ψ))) + propagator (-G) s _ = _
    rw [← map_add]
    congr 1
    simp only [ContinuousLinearMap.smul_apply, ContinuousLinearMap.neg_apply, map_sub, map_smul]
    module
  have hB : ∀ s : ℝ, HasDerivAt (fun r : ℝ => c * r ^ (k + 1) / ((k : ℝ) + 1))
      (c * s ^ k) s := by
    intro s
    have hk : (k : ℝ) + 1 ≠ 0 := by positivity
    refine (((hasDerivAt_pow (k + 1) s).const_mul c).div_const ((k : ℝ) + 1)).congr_deriv ?_
    rw [Nat.add_sub_cancel]
    push_cast
    field_simp
  have hb := image_norm_le_of_norm_deriv_right_le_deriv_boundary (a := 0) (b := t)
    (fun s _ => (hw s).continuousAt.continuousWithinAt)
    (fun s _ => (hw s).hasDerivWithinAt) (by simp [propagator_zero]) hB
    (fun s hs => by
      rw [norm_propagator hG.neg, norm_smul]
      simpa using hr s hs.1) (Set.right_mem_Icc.mpr ht)
  simpa only [norm_propagator hG.neg] using hb

/-- The block Hamiltonian is self-adjoint when its diagonal blocks are. -/
theorem blockHamiltonian_isSelfAdjoint {A : E →L[ℂ] E} {D : F →L[ℂ] F}
    (hA : IsSelfAdjoint A) (B : F →L[ℂ] E) (hD : IsSelfAdjoint D) :
    IsSelfAdjoint (blockHamiltonian A B D) := by
  rw [ContinuousLinearMap.isSelfAdjoint_iff_isSymmetric]
  intro u v
  have hA' : inner ℂ (A u.ofLp.1) v.ofLp.1 = inner ℂ u.ofLp.1 (A v.ofLp.1) :=
    hA.isSymmetric _ _
  have hD' : inner ℂ (D u.ofLp.2) v.ofLp.2 = inner ℂ u.ofLp.2 (D v.ofLp.2) :=
    hD.isSymmetric _ _
  change inner ℂ (A u.ofLp.1 + B u.ofLp.2) v.ofLp.1
      + inner ℂ (adjoint B u.ofLp.1 + D u.ofLp.2) v.ofLp.2
    = inner ℂ u.ofLp.1 (A v.ofLp.1 + B v.ofLp.2)
      + inner ℂ u.ofLp.2 (adjoint B v.ofLp.1 + D v.ofLp.2)
  rw [inner_add_left, inner_add_left, inner_add_right, inner_add_right, hA', hD',
    ContinuousLinearMap.adjoint_inner_left, ContinuousLinearMap.adjoint_inner_right]
  ring

/-- Truncated dynamics: for self-adjoint `A`, `D` and `t ≥ 0`, evolving a model-space vector `x`
with `A` alone instead of the full Hamiltonian costs an error of at most `t ‖B‖ ‖x‖`. -/
theorem truncation_error_le {A : E →L[ℂ] E} {D : F →L[ℂ] F}
    (hA : IsSelfAdjoint A) (B : F →L[ℂ] E) (hD : IsSelfAdjoint D) (x : E)
    {t : ℝ} (ht : 0 ≤ t) :
    ‖propagator (blockHamiltonian A B D) t (WithLp.toLp 2 (x, 0))
      - WithLp.toLp 2 (propagator A t x, 0)‖ ≤ t * ‖B‖ * ‖x‖ := by
  obtain ⟨V, hV⟩ : ∃ V : E →L[ℂ] WithLp 2 (E × F), ∀ y, V y = WithLp.toLp 2 (y, 0) :=
    ⟨(WithLp.prodContinuousLinearEquiv 2 ℂ E F).symm.toContinuousLinearMap ∘L
      ContinuousLinearMap.inl ℂ E F, fun _ => rfl⟩
  have h := intertwining_error_le (blockHamiltonian_isSelfAdjoint hA B hD) A V x
    (‖B‖ * ‖x‖) 0 (fun s _ => by
      -- the defect is the coupling out of the model space
      have key : ∀ u : E, V (A u) - blockHamiltonian A B D (V u)
          = WithLp.toLp 2 ((0 : E), -(adjoint B u)) := by
        intro u
        rw [hV, hV]
        change WithLp.toLp 2 (A u - (A u + B 0), 0 - (adjoint B u + D 0)) = _
        simp
      have hn : ∀ v : F, ‖WithLp.toLp 2 ((0 : E), v)‖ = ‖v‖ := by
        intro v
        have h2 : ‖WithLp.toLp 2 ((0 : E), v)‖ ^ 2 = ‖(0 : E)‖ ^ 2 + ‖v‖ ^ 2 :=
          WithLp.prod_norm_sq_eq_of_L2 _
        refine (sq_eq_sq₀ (norm_nonneg _) (norm_nonneg _)).mp ?_
        rw [h2, norm_zero]
        ring
      rw [key, hn, norm_neg, pow_zero, mul_one]
      have hb := (adjoint B).le_opNorm (propagator A s x)
      rwa [LinearIsometryEquiv.norm_map, norm_propagator hA] at hb) ht
  rw [hV, hV, norm_sub_rev] at h
  refine h.trans (le_of_eq ?_)
  push_cast
  ring

/-- Leakage: for self-adjoint `A`, `D` and `t ≥ 0`, the component outside the model space of a
state that started as `x` inside it has norm at most `t ‖B‖ ‖x‖`. -/
theorem leakage_le {A : E →L[ℂ] E} {D : F →L[ℂ] F}
    (hA : IsSelfAdjoint A) (B : F →L[ℂ] E) (hD : IsSelfAdjoint D) (x : E)
    {t : ℝ} (ht : 0 ≤ t) :
    ‖(propagator (blockHamiltonian A B D) t (WithLp.toLp 2 (x, 0))).ofLp.2‖
      ≤ t * ‖B‖ * ‖x‖ :=
  (norm_snd_le _ (propagator A t x)).trans (truncation_error_le hA B hD x ht)

/-- Inside the model space the error is of second order: for self-adjoint `A`, `D` and `t ≥ 0`,
the model-space component of the full evolution differs from `exp(-iAt)x` by at most
`(t ‖B‖)² ‖x‖ / 2`. -/
theorem model_component_error_le {A : E →L[ℂ] E} {D : F →L[ℂ] F}
    (hA : IsSelfAdjoint A) (B : F →L[ℂ] E) (hD : IsSelfAdjoint D) (x : E)
    {t : ℝ} (ht : 0 ≤ t) :
    ‖(propagator (blockHamiltonian A B D) t (WithLp.toLp 2 (x, 0))).ofLp.1
      - propagator A t x‖ ≤ (t * ‖B‖) ^ 2 * ‖x‖ / 2 := by
  obtain ⟨P, hP⟩ : ∃ P : WithLp 2 (E × F) →L[ℂ] E, ∀ w, P w = w.ofLp.1 :=
    ⟨ContinuousLinearMap.fst ℂ E F ∘L
      (WithLp.prodContinuousLinearEquiv 2 ℂ E F).toContinuousLinearMap, fun _ => rfl⟩
  have h := intertwining_error_le hA (blockHamiltonian A B D) P (WithLp.toLp 2 (x, 0))
    (‖B‖ ^ 2 * ‖x‖) 1 (fun s hs => by
      -- only amplitude that has already leaked can return
      have key : ∀ w, P (blockHamiltonian A B D w) - A (P w) = B w.ofLp.2 := by
        intro w
        rw [hP, hP]
        change A w.ofLp.1 + B w.ofLp.2 - A w.ofLp.1 = _
        abel
      rw [key]
      calc _ ≤ ‖B‖ * _ := B.le_opNorm _
        _ ≤ ‖B‖ * (s * ‖B‖ * ‖x‖) :=
          mul_le_mul_of_nonneg_left (leakage_le hA B hD x hs) (norm_nonneg _)
        _ = ‖B‖ ^ 2 * ‖x‖ * s ^ 1 := by ring) ht
  rw [hP, hP] at h
  refine h.trans (le_of_eq ?_)
  push_cast
  ring

/-- The constant `‖B‖` is optimal: if `c ≥ 0` and the truncation error is at most `t c ‖x‖` for
all model-space vectors `x` and all `t ≥ 0`, then `‖B‖ ≤ c`. -/
theorem coupling_norm_le_of_error_le (A : E →L[ℂ] E) (B : F →L[ℂ] E) (D : F →L[ℂ] F)
    {c : ℝ} (hc : 0 ≤ c)
    (h : ∀ t : ℝ, 0 ≤ t → ∀ x : E,
      ‖propagator (blockHamiltonian A B D) t (WithLp.toLp 2 (x, 0))
        - WithLp.toLp 2 (propagator A t x, 0)‖ ≤ t * c * ‖x‖) :
    ‖B‖ ≤ c := by
  obtain ⟨Q, hQ⟩ : ∃ Q : WithLp 2 (E × F) →L[ℂ] F, ∀ w, Q w = w.ofLp.2 :=
    ⟨ContinuousLinearMap.snd ℂ E F ∘L
      (WithLp.prodContinuousLinearEquiv 2 ℂ E F).toContinuousLinearMap, fun _ => rfl⟩
  rw [← LinearIsometryEquiv.norm_map adjoint B]
  refine ContinuousLinearMap.opNorm_le_bound _ hc fun x => ?_
  -- the leaked amplitude starts with velocity -i B† x
  have hd : HasDerivAt
      (fun r : ℝ => Q (propagator (blockHamiltonian A B D) r (WithLp.toLp 2 (x, 0))))
      ((-I) • adjoint B x) (0 : ℝ) := by
    have h1 := real_time (s := 0) (Q.hasFDerivAt.comp_hasDerivAt _
      (hasDerivAt_propagator (blockHamiltonian A B D) (WithLp.toLp 2 (x, 0)) ((0 : ℝ) : ℂ)))
    refine h1.congr_deriv ?_
    rw [Complex.ofReal_zero, propagator_zero, ContinuousLinearMap.one_apply, map_smul, hQ]
    change (-I) • (adjoint B x + D 0) = _
    rw [map_zero, add_zero]
  have h0 : Q (propagator (blockHamiltonian A B D) ((0 : ℝ) : ℂ)
      (WithLp.toLp 2 (x, 0))) = 0 := by
    simp [propagator_zero, hQ]
  have hl : ‖(-I) • adjoint B x‖ ≤ c * ‖x‖ := by
    refine le_of_tendsto hd.tendsto_slope_zero_right.norm ?_
    filter_upwards [self_mem_nhdsWithin] with s hs
    have hs' : 0 < s := hs
    rw [zero_add, h0, sub_zero, norm_smul, norm_inv, Real.norm_of_nonneg hs'.le, hQ,
      inv_mul_le_iff₀ hs']
    calc _ ≤ _ := norm_snd_le _ (propagator A s x)
      _ ≤ s * c * ‖x‖ := h s hs'.le x
      _ = s * (c * ‖x‖) := by ring
  rwa [norm_smul, norm_neg, Complex.norm_I, one_mul] at hl

end

end TruncatedDynamics
```

```lean
#print axioms TruncatedDynamics.model_component_error_le
#print axioms TruncatedDynamics.coupling_norm_le_of_error_le
```

```
'TruncatedDynamics.model_component_error_le' depends on axioms: [propext, Classical.choice, Quot.sound]
'TruncatedDynamics.coupling_norm_le_of_error_le' depends on axioms: [propext, Classical.choice, Quot.sound]
```

## Two evolutions of one model-space vector

The complex Hilbert spaces `E` and `F` are the model space and its complement; `E` is not an energy. With `A` and `D` acting inside them and `B : F →L[ℂ] E` coupling them, `blockHamiltonian A B D` is

$$\mathcal H=\begin{pmatrix}A&B\\B^\dagger&D\end{pmatrix}.$$

`propagator H t` is $e^{-iHt}$ with $\hbar=1$, `WithLp.toLp 2 (x, 0)` is the vector $(x,0)$, and `‖B‖` is the operator norm. `truncation_error_le` states that for self-adjoint $A$, $D$ and real $t\ge0$

$$\|e^{-i\mathcal Ht}(x,0)-(e^{-iAt}x,0)\|\le t\,\|B\|\,\|x\|.$$

Hermitian matrices are the finite-dimensional case. For a time-independent Hamiltonian in a finite orthonormal basis of configurations, this bounds the error of propagating a state within a selected set of them, provided that the state starts in that set. Both vectors keep the norm $\|x\|$, so their distance never exceeds $2\|x\|$, and the bound is informative only while $t\|B\|<2$. The passage from such a basis to the unbounded Hamiltonian of a molecule is left open. The truncated generator is the bare block $A$, without any correction for the eliminated space.

## The defect drives the error

Norms are conserved: for self-adjoint $H$ and $u(s)=e^{-iHs}\psi$,

$$\frac{d}{ds}\langle u,u\rangle=i\langle Hu,u\rangle-i\langle u,Hu\rangle=0.$$

This is `norm_propagator`; `real_time` supplies the derivative along real time from the one in complex time.

Now let $X$ be a bounded map between two systems with Hamiltonians $H$ and $G$, where $G$ is self-adjoint. Put

$$\delta(s)=Xu(s)-e^{-iGs}X\psi,\qquad r(s)=XHu(s)-GXu(s).$$

The Schrödinger equation gives $\delta'=-iG\delta-ir$. In the interaction picture, $w(s)=e^{iGs}\delta(s)$ satisfies

$$w'(s)=-i\,e^{iGs}r(s),\qquad w(0)=0.$$

If $\|r(s)\|\le c\,s^k$ for $s\ge0$, then $\|w'(s)\|\le c\,s^k$, and therefore

$$\|\delta(t)\|=\|w(t)\|\le\frac{c\,t^{k+1}}{k+1}.$$

This is `intertwining_error_le`. Its `hw` computes $w'$, with `module` collecting the terms in which $G$ cancels.

## A mean value inequality in place of an integral

The last step would usually be written as $\|w(t)\|\le\int_0^t\|w'(s)\|\,ds$. The file uses `image_norm_le_of_norm_deriv_right_le_deriv_boundary` instead. This theorem compares a vector-valued function with a real boundary function: if the norm starts at or below the boundary, and the norm of the derivative never exceeds the boundary's derivative, the norm never exceeds the boundary. Here the boundary is $c\,s^{k+1}/(k+1)$, differentiated in `hB`, so no integral of a vector-valued function is needed.

## Embedding, projection and the initial slope

`blockHamiltonian_isSelfAdjoint` checks that $\mathcal H$ is self-adjoint: the diagonal terms are symmetric, and the adjoint exchanges the two coupling terms.

For the main bound, $X$ is the embedding $Vy=(y,0)$, with $A$ in the role of $H$ and $\mathcal H$ in that of $G$. The defect is

$$VAy-\mathcal HVy=(Ay,0)-(Ay,B^\dagger y)=(0,-B^\dagger y).$$

At $y=e^{-iAs}x$ its norm is at most $\|B^\dagger\|\|y\|=\|B\|\|x\|$, so $k=0$ gives the result. In Lean, `key` is this block calculation.

The truncated state has no component in $F$, so the leaked amplitude is one component of the error and obeys the same bound (`norm_snd_le`, `leakage_le`).

For the error inside the model space, $X$ is the projection $P(w_1,w_2)=w_1$, and the roles are exchanged:

$$P\mathcal Hw-APw=Bw_2.$$

Only leaked amplitude can return. By the leakage bound this defect is at most $s\|B\|^2\|x\|$, and $k=1$ gives `model_component_error_le`, with the bound $(t\|B\|)^2\|x\|/2$.

Finally, `coupling_norm_le_of_error_le` shows that no smaller non-negative constant serves all $x$ and all $t\ge0$, even for $A$ and $D$ that are not self-adjoint. Let $q(s)$ be the $F$-component of $e^{-i\mathcal Hs}(x,0)$. Then $q(0)=0$ and $q'(0)=-iB^\dagger x$. If the error is always at most $t\,c\,\|x\|$ with $c\ge0$, then $\|q(s)/s\|\le c\|x\|$ for $s>0$. Letting $s\to0^+$, which is `le_of_tendsto` in the code, gives $\|B^\dagger x\|\le c\|x\|$, hence $\|B\|=\|B^\dagger\|\le c$.
